# Averaging a continuous function of frequency over the modes of a monatomic chain with its density of states

For a monatomic chain with dispersion ω(q) = 2|sin(q/2)|, in units where the lattice constant is 1 and the maximum frequency is 2, the density of states per site is taken to be 2/(π√(4 − w²)) for 0 < w < 2. The theorem says that for every continuous real function F, the product of this density and F is integrable over the band, although the density diverges at the upper edge. It also says that the integral equals the average of F(ω(q)) over 0 < q < π. The proof substitutes w = 2 sin(q/2), whose derivative cos(q/2) cancels the divergence, and for this it must show that the substitution is injective on the half zone.

Lean 4 with Mathlib refuses this proof:

```lean
import Mathlib

open scoped Real

namespace DosAverage

noncomputable section

/-- Dispersion relation of the monatomic chain, in units where the maximum frequency is 2
and the lattice constant is 1. -/
def chainFreq (q : ℝ) : ℝ := 2 * |Real.sin (q / 2)|

/-- Density of states of the monatomic chain per site, for frequencies `0 < w < 2`. -/
def chainDOS (w : ℝ) : ℝ := 2 / (π * Real.sqrt (4 - w ^ 2))

/-- For every continuous `F`, the product of the density of states and `F` is integrable over
the band, and its integral is the average of `F(ω(q))` over the half zone `0 < q < π`. -/
theorem dos_average (F : ℝ → ℝ) (hF : Continuous F) :
    MeasureTheory.IntegrableOn (fun w => chainDOS w * F w) (Set.Ioo 0 2) ∧
    ∫ w in Set.Ioo (0 : ℝ) 2, chainDOS w * F w =
      (1 / π) * ∫ q in (0 : ℝ)..π, F (chainFreq q) := by
  have himg : (fun q : ℝ => 2 * Real.sin (q / 2)) '' Set.Ioo 0 π = Set.Ioo 0 2 := by
    ext w
    constructor
    · rintro ⟨q, ⟨h0, h1⟩, rfl⟩
      have hs := Real.sin_pos_of_pos_of_lt_pi (x := q / 2) (by linarith) (by linarith)
      have hl := Real.sin_lt_sin_of_lt_of_le_pi_div_two (x := q / 2) (y := π / 2)
        (by linarith) le_rfl (by linarith)
      rw [Real.sin_pi_div_two] at hl
      exact ⟨by linarith, by linarith⟩
    · rintro ⟨h0, h1⟩
      have ha := Real.arcsin_pos.2 (show 0 < w / 2 by linarith)
      have hb := Real.arcsin_lt_pi_div_two.2 (show w / 2 < 1 by linarith)
      refine ⟨2 * Real.arcsin (w / 2), ⟨by linarith, by linarith⟩, ?_⟩
      show 2 * Real.sin (2 * Real.arcsin (w / 2) / 2) = w
      rw [mul_div_cancel_left₀ _ (two_ne_zero' ℝ),
        Real.sin_arcsin (by linarith) (by linarith)]
      ring
  have hinj : Set.InjOn (fun q : ℝ => 2 * Real.sin (q / 2)) (Set.Ioo 0 π) := by
    intro x hx y hy hxy
    have hxy' : 2 * Real.sin (x / 2) = 2 * Real.sin (y / 2) := hxy
    have := Real.injOn_sin (a₁ := x / 2) (a₂ := y / 2)
      ⟨by linarith [hx.1, Real.pi_pos], by linarith [hx.2]⟩
      ⟨by linarith [hy.1, Real.pi_pos], by linarith [hy.2]⟩ (by linarith)
    linarith
  have hder : ∀ q ∈ Set.Ioo (0 : ℝ) π, HasDerivWithinAt (fun q : ℝ => 2 * Real.sin (q / 2))
      ((fun q : ℝ => Real.cos (q / 2)) q) (Set.Ioo 0 π) q := by
    intro q _
    have h := ((hasDerivAt_id' q).div_const 2).sin.const_mul 2
    exact (h.congr_deriv (by ring)).hasDerivWithinAt
  -- the Jacobian cancels the band-edge singularity
  have hval : ∀ q ∈ Set.Ioo (0 : ℝ) π, |Real.cos (q / 2)| •
      (chainDOS (2 * Real.sin (q / 2)) * F (2 * Real.sin (q / 2))) =
        (1 / π) * F (chainFreq q) := by
    intro q hq
    have hc : 0 < Real.cos (q / 2) := Real.cos_pos_of_mem_Ioo
      ⟨by linarith [hq.1, Real.pi_pos], by linarith [hq.2]⟩
    have hs : 0 < Real.sin (q / 2) := Real.sin_pos_of_pos_of_lt_pi
      (by linarith [hq.1]) (by linarith [hq.2, Real.pi_pos])
    have hr : Real.sqrt (4 - (2 * Real.sin (q / 2)) ^ 2) = 2 * Real.cos (q / 2) := by
      rw [show 4 - (2 * Real.sin (q / 2)) ^ 2 = (2 * Real.cos (q / 2)) ^ 2 by
        linear_combination (-4) * Real.sin_sq_add_cos_sq (q / 2)]
      exact Real.sqrt_sq (by linarith)
    have hj : Real.cos (q / 2) * (2 / (π * (2 * Real.cos (q / 2)))) = 1 / π := by
      field_simp
    unfold chainDOS chainFreq
    rw [hr, abs_of_pos hc, abs_of_pos hs, smul_eq_mul, ← mul_assoc, hj]
  have hω : Continuous chainFreq :=
    continuous_const.mul (Real.continuous_sin.comp (continuous_id.div_const 2)).abs
  have hcont : Continuous fun q => (1 / π) * F (chainFreq q) :=
    continuous_const.mul (hF.comp hω)
  constructor
  · rw [← himg]
    refine (MeasureTheory.integrableOn_image_iff_integrableOn_abs_deriv_smul
      measurableSet_Ioo hder hinj _).2 ?_
    exact (MeasureTheory.integrableOn_congr_fun (fun q hq => hval q hq)
      measurableSet_Ioo).2 (hcont.integrableOn_Icc.mono_set Set.Ioo_subset_Icc_self)
  · rw [← himg, MeasureTheory.integral_image_eq_integral_abs_deriv_smul
      measurableSet_Ioo hder hinj]
    refine (MeasureTheory.setIntegral_congr_fun measurableSet_Ioo
      (fun q hq => hval q hq)).trans ?_
    rw [MeasureTheory.integral_const_mul, intervalIntegral.integral_of_le Real.pi_pos.le,
      MeasureTheory.integral_Ioc_eq_integral_Ioo]

end

end DosAverage
```

The error:

```
Main.lean:42:27: error: Invalid argument name `a₁` for function `Real.injOn_sin`

Hint: Perhaps you meant one of the following parameter names:
  • `x₁`: a̵x̲₁
  • `x₂`: a̵₁̵x̲₂̲
Main.lean:43:10: error: linarith failed to find a contradiction
F : ℝ → ℝ
hF : Continuous F
himg : (fun q => 2 * Real.sin (q / 2)) '' Set.Ioo 0 π = Set.Ioo 0 2
x : ℝ
hx : x ∈ Set.Ioo 0 π
y : ℝ
hy : y ∈ Set.Ioo 0 π
hxy : (fun q => 2 * Real.sin (q / 2)) x = (fun q => 2 * Real.sin (q / 2)) y
hxy' : 2 * Real.sin (x / 2) = 2 * Real.sin (y / 2)
a✝ : ?m.537 < -(π / 2)
⊢ False
failed
Main.lean:44:10: error: linarith failed to find a contradiction
F : ℝ → ℝ
hF : Continuous F
himg : (fun q => 2 * Real.sin (q / 2)) '' Set.Ioo 0 π = Set.Ioo 0 2
x : ℝ
hx : x ∈ Set.Ioo 0 π
y : ℝ
hy : y ∈ Set.Ioo 0 π
hxy : (fun q => 2 * Real.sin (q / 2)) x = (fun q => 2 * Real.sin (q / 2)) y
hxy' : 2 * Real.sin (x / 2) = 2 * Real.sin (y / 2)
a✝ : ?m.542 < -(π / 2)
⊢ False
failed
Error in Linarith.normalizeDenominatorsLHS: Expr.rewrite may not produce subgoals.
Error in Linarith.normalizeDenominatorsLHS: Expr.rewrite may not produce subgoals.
Error in Linarith.normalizeDenominatorsLHS: Expr.rewrite may not produce subgoals.
Error in Linarith.normalizeDenominatorsLHS: Expr.rewrite may not produce subgoals.
```

Fix (accepted with no message):

```diff
@@ -40,7 +40,10 @@
     intro x hx y hy hxy
     have hxy' : 2 * Real.sin (x / 2) = 2 * Real.sin (y / 2) := hxy
-    have := Real.injOn_sin (a₁ := x / 2) (a₂ := y / 2)
+    have hx2 : x / 2 ∈ Set.Icc (-(π / 2)) (π / 2) :=
       ⟨by linarith [hx.1, Real.pi_pos], by linarith [hx.2]⟩
-      ⟨by linarith [hy.1, Real.pi_pos], by linarith [hy.2]⟩ (by linarith)
+    have hy2 : y / 2 ∈ Set.Icc (-(π / 2)) (π / 2) :=
+      ⟨by linarith [hy.1, Real.pi_pos], by linarith [hy.2]⟩
+    have hsin : Real.sin (x / 2) = Real.sin (y / 2) := by linarith
+    have hxy2 : x / 2 = y / 2 := Real.injOn_sin hx2 hy2 hsin
     linarith
   have hder : ∀ q ∈ Set.Ioo (0 : ℝ) π, HasDerivWithinAt (fun q : ℝ => 2 * Real.sin (q / 2))
```

Diagnosis. The failure lies in the injectivity step, which applies `Real.injOn_sin`, the injectivity of sine on [−π/2, π/2]. The call passes the two points as `a₁` and `a₂`, but the lemma has no argument named `a₁`; Lean's hint offers `x₁` and `x₂`.

The two `linarith` errors follow from this. With the named arguments rejected, the points were never set to `x / 2` and `y / 2`, so `linarith` was asked for the lower bound −π/2 on an unknown number, shown as `?m.537` and `?m.542`. The facts about `x` and `y` could not help.

The repair drops the named arguments and first proves `hx2` and `hy2`, which state outright that `x / 2` and `y / 2` lie in the interval. The bounds now concern known numbers, and Lean reads the two points off these facts when they are passed to the lemma. Stating the equality of sines separately as `hsin`, and naming the result `hxy2`, is mere tidying.
